# Transmission probability from a real transfer matrix of determinant one

Let $M$ be a real $2\times 2$ matrix with $\det M=1$, let $k_1,k_2>0$, and let complex numbers $r,t$ satisfy

$$M\begin{pmatrix}1+r\\ ik_1(1-r)\end{pmatrix}=\begin{pmatrix}t\\ ik_2t\end{pmatrix}.$$

Then, with rows and columns numbered from 0,

$$T:=\frac{k_2}{k_1}|t|^2=\frac{4}{2+\frac{k_2}{k_1}M_{00}^2+\frac{k_1}{k_2}M_{11}^2+k_1k_2M_{01}^2+\frac{M_{10}^2}{k_1k_2}}\le 1 .$$

Here $M$ carries a wavefunction and its derivative, $(\psi,\psi')$, from the left edge of a scatterer to the right edge. A wave of unit amplitude and wavenumber $k_1$ arrives from the left, $r$ is the reflected amplitude, and $t$ is the amplitude transmitted into a lead with wavenumber $k_2$. For non-interacting electrons moving coherently in a single channel, with the same mass in both leads and velocity proportional to wavenumber, $T$ is the transmission probability that enters the Landauer conductance.

## From the matching condition to the transmission

The matching condition consists of two equations, one for the value and one for the derivative:

$$M_{00}(1+r)+ik_1M_{01}(1-r)=t,\qquad M_{10}(1+r)+ik_1M_{11}(1-r)=ik_2t.$$

Since $\det M=1$, the inverse of $M$ has rows $(M_{11},-M_{01})$ and $(-M_{10},M_{00})$. Applying it, and dividing the second row by $i$, gives

$$1+r=t\,(M_{11}-ik_2M_{01}),\qquad k_1(1-r)=t\,(k_2M_{00}+iM_{10}).$$

Multiply the first relation by $k_1$ and add the second. The amplitude $r$ drops out:

$$2k_1=tZ,\qquad Z=(k_2M_{00}+k_1M_{11})+i\,(M_{10}-k_1k_2M_{01}).$$

The cross terms in $|Z|^2$ add up to $2k_1k_2(M_{00}M_{11}-M_{01}M_{10})=2k_1k_2$, so

$$|Z|^2=2k_1k_2+k_2^2M_{00}^2+k_1^2M_{11}^2+k_1^2k_2^2M_{01}^2+M_{10}^2>0.$$

Hence $T=(k_2/k_1)\,4k_1^2/|Z|^2=4k_1k_2/|Z|^2$, and dividing numerator and denominator by $k_1k_2$ gives the formula.

For the bound, multiply the complex conjugate of $1+r$ by $k_1(1-r)$ and take the real part. The left-hand sides give $k_1(1-|r|^2)$. The right-hand sides give $|t|^2k_2(M_{00}M_{11}-M_{01}M_{10})=k_2|t|^2$. Thus $k_1(1-|r|^2)=k_2|t|^2$, which is conservation of flux, and $T=1-|r|^2\le1$.

The determinant also allows $|Z|^2$ to be written as

$$|Z|^2=4k_1k_2+(k_2M_{00}-k_1M_{11})^2+(M_{10}+k_1k_2M_{01})^2 .$$

So $T=1$ exactly when both squares vanish.

## A step and a matching layer in numbers

Take $k_1=1$ and $k_2=4$ in some unit of inverse length. For an abrupt step, $M$ is the identity and $T=4/(2+4+\tfrac14)=0.64$. The amplitudes confirm it: $Z=5$, $t=2/5$ and $r=-3/5$, so $4|t|^2=0.64$ and $1-|r|^2=0.64$.

Now insert a layer with wavenumber $q=2$ and length $L=\pi/4$, so that $qL=\pi/2$. Its matrix has $M_{00}=M_{11}=0$, $M_{01}=\tfrac12$ and $M_{10}=-2$. The denominator is $2+4\cdot\tfrac14+\tfrac44=4$, so $T=1$. Here $Z=-4i$, $t=i/2$ and $r=0$.

## The scattering problem in Lean

```lean
import Mathlib

open Matrix

namespace TransferMatrixTransmission

noncomputable section
```

The matching condition becomes a proposition about given amplitudes. The real matrix is mapped entrywise into $\mathbb C$ and applied to the vector of value and derivative.

```lean
/-- The transfer matrix `M` carries value and derivative of the wave `exp(i k₁ x) + r exp(-i k₁ x)`
at the left edge to those of the transmitted wave, of amplitude `t` and wavenumber `k₂`,
at the right edge. -/
def Scatters (M : Matrix (Fin 2) (Fin 2) ℝ) (k₁ k₂ : ℝ) (r t : ℂ) : Prop :=
  M.map Complex.ofReal *ᵥ ![1 + r, Complex.I * k₁ * (1 - r)] = ![t, Complex.I * k₂ * t]
```

This fixes the phases: $r$ is referred to the left edge and $t$ to the right edge. Both wavenumbers are real, so both leads carry propagating waves.

```lean
/-- The transmission probability: transmitted flux divided by incident flux. -/
def transmission (k₁ k₂ : ℝ) (t : ℂ) : ℝ := k₂ / k₁ * ‖t‖ ^ 2
```

The factor $k_2/k_1$ is the ratio of velocities when the particle has the same mass in both leads. With different effective masses, the flux ratio and the derivative matching would both need changing.

The next definition is $Z$.

```lean
/-- The complex factor that relates the transmitted amplitude to the incident one. -/
def matchingFactor (M : Matrix (Fin 2) (Fin 2) ℝ) (k₁ k₂ : ℝ) : ℂ :=
  ((k₂ * M 0 0 + k₁ * M 1 1 : ℝ) : ℂ) + ((M 1 0 - k₁ * k₂ * M 0 1 : ℝ) : ℂ) * Complex.I
```

The matrix of a uniform layer is entered directly as the known solution for a constant real wavenumber $q\neq0$. At $q=0$ Lean's convention $x/0=0$ turns the definition into the identity, whereas the true matrix has upper right entry $L$; the theorems on layers exclude that value.

```lean
/-- The transfer matrix of a uniform layer of length `L` with nonzero real wavenumber `q`. -/
def layer (q L : ℝ) : Matrix (Fin 2) (Fin 2) ℝ :=
  !![Real.cos (q * L), Real.sin (q * L) / q; -(q * Real.sin (q * L)), Real.cos (q * L)]
```

No Schrödinger equation appears in the Lean code. The reality of $M$ stands for a real potential at fixed real energy, without absorption, and $\det M=1$ stands for the constancy of the Wronskian. Both are assumed for a general scatterer; for the layer the determinant is proved below.

## Inverting the matrix and eliminating the reflected wave

The first lemma unpacks the vector equation into its two components.

```lean
variable {M : Matrix (Fin 2) (Fin 2) ℝ} {k₁ k₂ : ℝ} {r t : ℂ}

/-- The matching condition written as two equations, for the value and for the derivative. -/
theorem scatters_iff : Scatters M k₁ k₂ r t ↔
    (M 0 0 : ℂ) * (1 + r) + M 0 1 * (Complex.I * k₁ * (1 - r)) = t ∧
    (M 1 0 : ℂ) * (1 + r) + M 1 1 * (Complex.I * k₁ * (1 - r)) = Complex.I * k₂ * t := by
  simp [Scatters, funext_iff, Fin.forall_fin_two]
```

The second applies the inverse matrix without ever forming it: in `linear_combination` the two matching equations are multiplied by the entries of that inverse, with a further factor $-i$ in the second relation, and the remaining terms use the determinant and $i^2=-1$.

```lean
/-- The wave on the left expressed through the transmitted amplitude. -/
theorem left_from_right (hM : M.det = 1) (h : Scatters M k₁ k₂ r t) :
    1 + r = t * (M 1 1 - Complex.I * k₂ * M 0 1) ∧
    k₁ * (1 - r) = t * (k₂ * M 0 0 + Complex.I * M 1 0) := by
  obtain ⟨e1, e2⟩ := scatters_iff.1 h
  rw [Matrix.det_fin_two] at hM
  have hd : (M 0 0 : ℂ) * M 1 1 - M 0 1 * M 1 0 = 1 := by exact_mod_cast hM
  constructor
  · linear_combination (M 1 1 : ℂ) * e1 - (M 0 1 : ℂ) * e2 - (1 + r) * hd
  · linear_combination (-Complex.I) * ((M 0 0 : ℂ) * e2 - (M 1 0 : ℂ) * e1)
      - k₁ * (1 - r) * hd
      + (((M 0 0 : ℂ) * M 1 1 - M 0 1 * M 1 0) * k₁ * (1 - r) - M 0 0 * k₂ * t) * Complex.I_sq
```

The proofs turn on this tactic. To prove an equation $a=b$, one supplies known equations with multipliers, and Lean checks that $a-b$ equals the same combination of their differences, left side minus right side. The check is commutative ring algebra, in which `Complex.I` is just another symbol. The relation $i^2=-1$ must therefore, wherever the identity uses it, be supplied as an equation too, `Complex.I_sq`, with its own multiplier. The person finds the combination and the machine verifies the expansion.

The elimination of $r$ shows the pattern at its simplest: the multipliers are $-k_1$ and $-1$, matching the addition done by hand.

```lean
/-- The transmitted amplitude times the matching factor equals `2 k₁`. -/
theorem amplitude_mul_factor (hM : M.det = 1) (h : Scatters M k₁ k₂ r t) :
    t * matchingFactor M k₁ k₂ = 2 * k₁ := by
  obtain ⟨h1, h2⟩ := left_from_right hM h
  unfold matchingFactor
  push_cast
  linear_combination (-(k₁ : ℂ)) * h1 - h2
```

Taking squared moduli on both sides gives $|t|^2|Z|^2=4k_1^2$, with no division and no condition on the signs of the wavenumbers.

```lean
/-- The squared modulus of the transmitted amplitude, in a form free of division. -/
theorem norm_sq_amplitude (hM : M.det = 1) (h : Scatters M k₁ k₂ r t) :
    ‖t‖ ^ 2 * ((k₂ * M 0 0 + k₁ * M 1 1) ^ 2 + (M 1 0 - k₁ * k₂ * M 0 1) ^ 2)
      = 4 * k₁ ^ 2 := by
  have e := congrArg Complex.normSq (amplitude_mul_factor hM h)
  have e2 : (2 * k₁ : ℂ) = ((2 * k₁ : ℝ) : ℂ) := by push_cast; rfl
  rw [e2, map_mul, matchingFactor, Complex.normSq_add_mul_I, Complex.normSq_ofReal,
    Complex.normSq_eq_norm_sq] at e
  linear_combination e
```

## Flux conservation and the existence of the amplitudes

For the flux, the two complex relations are split into four real ones, `a` to `d`. The final combination assembles the real part of the conjugate product, and the determinant condition enters with the multiplier $k_2|t|^2$.

```lean
/-- Flux conservation: incident minus reflected flux equals transmitted flux. -/
theorem flux_conservation (hM : M.det = 1) (h : Scatters M k₁ k₂ r t) :
    k₁ * (1 - ‖r‖ ^ 2) = k₂ * ‖t‖ ^ 2 := by
  obtain ⟨h1, h2⟩ := left_from_right hM h
  rw [Matrix.det_fin_two] at hM
  have a := congrArg Complex.re h1
  have b := congrArg Complex.re h2
  have c := congrArg Complex.im h1
  have d := congrArg Complex.im h2
  simp at a b c d
  rw [← Complex.normSq_eq_norm_sq, ← Complex.normSq_eq_norm_sq, Complex.normSq_apply,
    Complex.normSq_apply]
  -- the flux is the real part of conj(1 + r) * k₁ (1 - r)
  linear_combination k₁ * (1 - r.re) * a + (t.re * M 1 1 + t.im * k₂ * M 0 1) * b
    - k₁ * r.im * c + (t.im * M 1 1 - t.re * k₂ * M 0 1) * d
    + k₂ * (t.re ^ 2 + t.im ^ 2) * hM
```

The formula is about amplitudes that satisfy the matching condition. The following theorem shows that such a pair exists, and only one, for every admissible $M$, $k_1$ and $k_2$.

```lean
/-- For positive lead wavenumbers, every real transfer matrix of determinant one has exactly one
pair of reflection and transmission amplitudes. -/
theorem existsUnique_amplitudes (hM : M.det = 1) (hk₁ : 0 < k₁) (hk₂ : 0 < k₂) :
    ∃! p : ℂ × ℂ, Scatters M k₁ k₂ p.1 p.2 := by
  have hR := hM
  rw [Matrix.det_fin_two] at hR
  have hd : (M 0 0 : ℂ) * M 1 1 - M 0 1 * M 1 0 = 1 := by exact_mod_cast hR
  have hZ : matchingFactor M k₁ k₂ ≠ 0 := by
    intro hz
    have e := congrArg Complex.normSq hz
    rw [matchingFactor, Complex.normSq_add_mul_I, map_zero] at e
    have e' : (k₂ * M 0 0 - k₁ * M 1 1) ^ 2 + (M 1 0 + k₁ * k₂ * M 0 1) ^ 2
        + 4 * (k₁ * k₂) = 0 := by linear_combination e - 4 * k₁ * k₂ * hR
    have := mul_pos hk₁ hk₂
    nlinarith [sq_nonneg (k₂ * M 0 0 - k₁ * M 1 1), sq_nonneg (M 1 0 + k₁ * k₂ * M 0 1)]
  obtain ⟨t, ht⟩ : ∃ t : ℂ, t * matchingFactor M k₁ k₂ = 2 * k₁ :=
    ⟨2 * k₁ / matchingFactor M k₁ k₂, div_mul_cancel₀ _ hZ⟩
  have hs : Scatters M k₁ k₂ (t * (M 1 1 - Complex.I * k₂ * M 0 1) - 1) t := by
    have ht' := ht
    unfold matchingFactor at ht'
    push_cast at ht'
    refine scatters_iff.2 ⟨?_, ?_⟩
    · linear_combination (-(M 0 1 * Complex.I)) * ht' + t * hd
        + M 0 1 * M 1 0 * t * Complex.I_sq
    · linear_combination (-(M 1 1 * Complex.I)) * ht' + Complex.I * k₂ * t * hd
        + M 1 0 * M 1 1 * t * Complex.I_sq
  refine ⟨(t * (M 1 1 - Complex.I * k₂ * M 0 1) - 1, t), hs, ?_⟩
  rintro ⟨r', t'⟩ h'
  change Scatters M k₁ k₂ r' t' at h'
  have et : t' = t := mul_right_cancel₀ hZ ((amplitude_mul_factor hM h').trans ht.symm)
  have er := (left_from_right hM h').1
  rw [et] at er
  exact Prod.ext (by linear_combination er) et
```

The sum-of-squares form of $|Z|^2$ shows $Z\neq0$. One then sets $t=2k_1/Z$, reads $r$ off the first inverted relation, and checks both matching equations. For uniqueness, any other solution has the same $tZ$, hence the same $t$, and then the same $r$.

## The formula and its upper bound

```lean
/-- The transmission probability in terms of the entries of the transfer matrix and the two lead
wavenumbers, when the determinant is one and both wavenumbers are positive; it is then at most one.
-/
theorem transmission_formula (hM : M.det = 1) (hk₁ : 0 < k₁) (hk₂ : 0 < k₂)
    (h : Scatters M k₁ k₂ r t) :
    transmission k₁ k₂ t = 4 / (2 + k₂ / k₁ * M 0 0 ^ 2 + k₁ / k₂ * M 1 1 ^ 2
      + k₁ * k₂ * M 0 1 ^ 2 + M 1 0 ^ 2 / (k₁ * k₂)) ∧ transmission k₁ k₂ t ≤ 1 := by
  have hN := norm_sq_amplitude hM h
  have hF := flux_conservation hM h
  rw [Matrix.det_fin_two] at hM
  unfold transmission
  constructor
  · have key : ∀ D : ℝ, 0 < D → k₁ * k₂ * D =
        (k₂ * M 0 0 + k₁ * M 1 1) ^ 2 + (M 1 0 - k₁ * k₂ * M 0 1) ^ 2 →
        k₂ / k₁ * ‖t‖ ^ 2 = 4 / D := by
      intro D hD e
      rw [eq_div_iff hD.ne', div_mul_eq_mul_div, div_mul_eq_mul_div, div_eq_iff hk₁.ne']
      apply mul_left_cancel₀ hk₁.ne'
      linear_combination hN + ‖t‖ ^ 2 * e
    refine key _ (by positivity) ?_
    -- the determinant turns the cross terms into the constant 2
    have e : k₁ * k₂ * (2 + k₂ / k₁ * M 0 0 ^ 2 + k₁ / k₂ * M 1 1 ^ 2
        + k₁ * k₂ * M 0 1 ^ 2 + M 1 0 ^ 2 / (k₁ * k₂)) = 2 * k₁ * k₂ + k₂ ^ 2 * M 0 0 ^ 2
        + k₁ ^ 2 * M 1 1 ^ 2 + k₁ ^ 2 * k₂ ^ 2 * M 0 1 ^ 2 + M 1 0 ^ 2 := by
      field_simp
    rw [e]
    linear_combination (-2 * k₁ * k₂) * hM
  · rw [div_mul_eq_mul_div, div_le_one hk₁]
    nlinarith [mul_nonneg hk₁.le (sq_nonneg ‖r‖)]
```

The auxiliary statement `key` says that any positive $D$ with $k_1k_2D=|Z|^2$ gives $T=4/D$. It remains to check that the stated denominator is such a $D$: `positivity` supplies its sign, `field_simp` clears the fractions, and the determinant turns the cross terms into the constant 2. The bound follows from flux conservation and $k_1|r|^2\ge0$.

## Perfect transmission

```lean
/-- Transmission is perfect exactly when the transfer matrix satisfies two matching conditions. -/
theorem transmission_eq_one_iff (hM : M.det = 1) (hk₁ : 0 < k₁)
    (h : Scatters M k₁ k₂ r t) :
    transmission k₁ k₂ t = 1 ↔ k₂ * M 0 0 = k₁ * M 1 1 ∧ M 1 0 = -(k₁ * k₂ * M 0 1) := by
  have hN := norm_sq_amplitude hM h
  rw [Matrix.det_fin_two] at hM
  rw [transmission, div_mul_eq_mul_div, div_eq_one_iff_eq hk₁.ne']
  constructor
  · intro e
    have s : (k₂ * M 0 0 - k₁ * M 1 1) ^ 2 + (M 1 0 + k₁ * k₂ * M 0 1) ^ 2 = 0 := by
      apply mul_left_cancel₀ hk₁.ne'
      linear_combination k₂ * hN - 4 * k₁ ^ 2 * k₂ * hM
        - ((k₂ * M 0 0 + k₁ * M 1 1) ^ 2 + (M 1 0 - k₁ * k₂ * M 0 1) ^ 2) * e
    have s1 : (k₂ * M 0 0 - k₁ * M 1 1) ^ 2 = 0 := by
      nlinarith [sq_nonneg (k₂ * M 0 0 - k₁ * M 1 1), sq_nonneg (M 1 0 + k₁ * k₂ * M 0 1)]
    have s2 : (M 1 0 + k₁ * k₂ * M 0 1) ^ 2 = 0 := by linarith
    exact ⟨sub_eq_zero.1 (pow_eq_zero_iff two_ne_zero |>.1 s1),
      eq_neg_of_add_eq_zero_left (pow_eq_zero_iff two_ne_zero |>.1 s2)⟩
  · rintro ⟨e1, e2⟩
    apply mul_left_cancel₀ (mul_pos four_pos hk₁).ne'
    linear_combination hN - 4 * k₁ * k₂ * ‖t‖ ^ 2 * hM
      - ‖t‖ ^ 2 * (k₂ * M 0 0 - k₁ * M 1 1) * e1
      - ‖t‖ ^ 2 * (M 1 0 + k₁ * k₂ * M 0 1) * e2
```

In the forward direction, $T=1$ forces the sum of the two squares to vanish, and therefore each of them. Conversely, the two conditions reduce $|Z|^2$ to $4k_1k_2$. The hypothesis $k_2>0$ is not needed here.

## Uniform layers

The determinant of the layer matrix is $\cos^2(qL)+\sin^2(qL)=1$.

```lean
/-- The transfer matrix of a uniform layer has determinant one. -/
theorem layer_det {q : ℝ} (hq : q ≠ 0) (L : ℝ) : (layer q L).det = 1 := by
  rw [layer, Matrix.det_fin_two_of]
  have e : Real.sin (q * L) / q * q = Real.sin (q * L) := div_mul_cancel₀ _ hq
  linear_combination Real.sin (q * L) * e + Real.sin_sq_add_cos_sq (q * L)
```

Between identical leads, $k_1=k_2=k$, the denominator of the general formula is

$$2+2\cos^2(qL)+\left(\frac{k^2}{q^2}+\frac{q^2}{k^2}\right)\sin^2(qL)
=4\left[1+\left(\frac{k^2-q^2}{2kq}\right)^2\sin^2(qL)\right].$$

This is the equation `hD` in the next proof, and it gives the resonance formula for a well or a barrier traversed above its top.

```lean
/-- The transmission probability of a uniform layer between two identical leads. -/
theorem layer_transmission {k q L : ℝ} (hk : 0 < k) (hq : q ≠ 0)
    (h : Scatters (layer q L) k k r t) : transmission k k t =
      1 / (1 + ((k ^ 2 - q ^ 2) / (2 * k * q)) ^ 2 * Real.sin (q * L) ^ 2) := by
  have e00 : layer q L 0 0 = Real.cos (q * L) := rfl
  have e01 : layer q L 0 1 = Real.sin (q * L) / q := rfl
  have e10 : layer q L 1 0 = -(q * Real.sin (q * L)) := rfl
  have e11 : layer q L 1 1 = Real.cos (q * L) := rfl
  have hD : 2 + k / k * Real.cos (q * L) ^ 2 + k / k * Real.cos (q * L) ^ 2
      + k * k * (Real.sin (q * L) / q) ^ 2 + (-(q * Real.sin (q * L))) ^ 2 / (k * k)
      = 4 * (1 + ((k ^ 2 - q ^ 2) / (2 * k * q)) ^ 2 * Real.sin (q * L) ^ 2) := by
    rw [Real.cos_sq']
    field_simp
    ring
  rw [(transmission_formula (layer_det hq L) hk hk h).1, e00, e01, e10, e11, hD,
    div_mul_eq_div_div, div_self (by norm_num : (4 : ℝ) ≠ 0)]
```

Transmission is perfect whenever $\sin(qL)=0$. Since $q$ is real, tunnelling through a layer with an evanescent wave is not an instance of `layer`, although the general formula applies to its matrix, which is also real with determinant one.

Between different leads, a layer with $q^2=k_1k_2$ and $\cos(qL)=0$ removes the reflection entirely. Both diagonal entries vanish, which settles the first condition for perfect transmission. The second reads $-q\sin(qL)=-k_1k_2\sin(qL)/q$ and holds because $k_1k_2=q^2$.

```lean
/-- A layer with `q² = k₁ k₂` and `cos (q L) = 0` transmits perfectly between its two leads. -/
theorem quarter_wave_layer {q L : ℝ} (hk₁ : 0 < k₁) (hk₂ : 0 < k₂) (hq : q ^ 2 = k₁ * k₂)
    (hL : Real.cos (q * L) = 0) (h : Scatters (layer q L) k₁ k₂ r t) :
    transmission k₁ k₂ t = 1 := by
  have hq0 : q ≠ 0 := by
    rintro rfl
    have := mul_pos hk₁ hk₂
    norm_num at hq
    rcases hq with h0 | h0 <;> linarith
  refine (transmission_eq_one_iff (layer_det hq0 L) hk₁ h).2 ⟨?_, ?_⟩
  · change k₂ * Real.cos (q * L) = k₁ * Real.cos (q * L)
    rw [hL, mul_zero, mul_zero]
  · change -(q * Real.sin (q * L)) = -(k₁ * k₂ * (Real.sin (q * L) / q))
    rw [← hq]
    field_simp

end

end TransferMatrixTransmission
```

The condition $\cos(qL)=0$ admits every odd multiple of a quarter wavelength. As $q$ depends on energy, the match is made at one energy and is not claimed for a band.

```lean
#print axioms TransferMatrixTransmission.existsUnique_amplitudes
#print axioms TransferMatrixTransmission.transmission_formula
#print axioms TransferMatrixTransmission.layer_transmission
#print axioms TransferMatrixTransmission.quarter_wave_layer
```

```
'TransferMatrixTransmission.existsUnique_amplitudes' depends on axioms: [propext, Classical.choice, Quot.sound]
'TransferMatrixTransmission.transmission_formula' depends on axioms: [propext, Classical.choice, Quot.sound]
'TransferMatrixTransmission.layer_transmission' depends on axioms: [propext, Classical.choice, Quot.sound]
'TransferMatrixTransmission.quarter_wave_layer' depends on axioms: [propext, Classical.choice, Quot.sound]
```
